# The PAW radial dipole between hydrogen 2s and 2p is $-3\sqrt3$ when the pseudo functions have the correct tails

Let the hydrogen 2s and 2p radial functions be normalized and both positive near the nucleus, and let $r_c$ be the augmentation radius. Take any pseudo functions that are continuous on $[0,r_c]$ and equal to these radial functions beyond $r_c$. Their radial dipole over all space, plus the projector augmented-wave (PAW) one-centre correction, is $-3\sqrt3$ in atomic units. Multiplied by the angular factor $1/\sqrt3$, this gives $-3$ for the matrix element of $z$ between 2s and 2p$_z$. "Dipole" here means the matrix element of position, without the electron's charge.

PAW calculations obtain expectation values of local operators by this kind of correction. The model treated here has one centre and assumes that the partial-wave expansions reproduce both the all-electron and the pseudo functions exactly inside the augmentation sphere.

```lean
import Mathlib

open MeasureTheory Set
open scoped Real

namespace PAWRadialDipole

noncomputable section
```

## Radial functions and the augmented matrix element

Write $u(r)=rR(r)$, so that the volume factor $r^2$ is absorbed into the product of two radial functions. The 2s function is
$$u_s(r)=\frac{1}{\sqrt2}\,r\left(1-\frac r2\right)e^{-r/2},$$
positive near the nucleus, with a node at $r=2$.

```lean
/-- The hydrogen 2s radial function `u = r R` in atomic units. -/
def u2s (r : ℝ) : ℝ := r * (1 - r / 2) * Real.exp (-r / 2) / √2
```

The 2p function is
$$u_p(r)=\frac{1}{2\sqrt6}\,r^2e^{-r/2}.$$

```lean
/-- The hydrogen 2p radial function `u = r R` in atomic units. -/
def u2p (r : ℝ) : ℝ := r ^ 2 * Real.exp (-r / 2) / (2 * √6)
```

For a local operator $f(r)$ and a region $D$ of the radial axis, let
$$I_D[u,v]=\int_D u(r)\,f(r)\,v(r)\,dr.$$
In Lean this is a Lebesgue integral, which is assigned the value zero if the integrand is not integrable. The theorems therefore assume or prove integrability.

```lean
/-- The radial matrix element of a local operator `f(r)` between `u` and `v`,
restricted to the region `D`. -/
def radialElement (D : Set ℝ) (f u v : ℝ → ℝ) : ℝ := ∫ r in D, u r * f r * v r
```

Let $\tilde u,\tilde v$ be the pseudo functions belonging to $u,v$. The PAW element is
$$P=I_{(0,\infty)}[\tilde u,\tilde v]+I_{(0,r_c]}[u,v]-I_{(0,r_c]}[\tilde u,\tilde v].$$
In the code `ut` and `vt` are the pseudo functions, `Ioi 0` is $(0,\infty)$ and `Ioc 0 rc` is $(0,r_c]$. The one-centre terms contain the full functions, where a calculation would have finite expansions in partial waves. Truncation errors of such expansions are thus left out of the model.

```lean
/-- The PAW matrix element: the pseudo element over all radii, plus the all-electron
minus the pseudo element inside the augmentation radius `rc`. -/
def pawElement (rc : ℝ) (f u v ut vt : ℝ → ℝ) : ℝ :=
  radialElement (Ioi 0) f ut vt
    + (radialElement (Ioc 0 rc) f u v - radialElement (Ioc 0 rc) f ut vt)
```

The angular part needs two spherical harmonics. The first is the constant $Y_{00}=1/\sqrt{4\pi}$.

```lean
/-- The spherical harmonic `Y00`. -/
def Y00 : ℝ := 1 / √(4 * π)
```

With $t=\cos\theta$, the second is $Y_{10}=\sqrt{3/(4\pi)}\,t$, with the positive sign convention.

```lean
/-- The spherical harmonic `Y10` as a function of `t = cos θ`. -/
def Y10 (t : ℝ) : ℝ := √(3 / (4 * π)) * t
```

Since $z=r\cos\theta$ and the surface element is $d\varphi\,dt$, the angular factor is
$$A=\int_0^{2\pi}d\varphi\int_{-1}^{1}Y_{00}\,t\,Y_{10}(t)\,dt.$$

```lean
/-- The integral of `Y00 cos θ Y10` over the unit sphere, with `t = cos θ`. -/
def angularFactor : ℝ := ∫ _φ in (0 : ℝ)..(2 * π), ∫ t in (-1 : ℝ)..1, Y00 * t * Y10 t
```

## Only the tails contribute to the error

Split the first term of $P$ at $r_c$. Its inner part cancels the subtracted pseudo term, leaving
$$P=I_{(r_c,\infty)}[\tilde u,\tilde v]+I_{(0,r_c]}[u,v].$$
Splitting the all-electron element in the same way and subtracting it gives
$$P-I_{(0,\infty)}[u,v]=I_{(r_c,\infty)}[\tilde u,\tilde v]-I_{(r_c,\infty)}[u,v].$$
The proof establishes the splitting once, as `split`, applies it to both integrands, and leaves the cancellation to `linarith`.

```lean
/-- For `0 ≤ rc` and integrable all-electron and pseudo integrands, the error of the PAW matrix
element is the pseudo minus the all-electron element of the region beyond `rc`. -/
theorem paw_error {rc : ℝ} (hrc : 0 ≤ rc) {f u v ut vt : ℝ → ℝ}
    (h : IntegrableOn (fun r => u r * f r * v r) (Ioi 0))
    (ht : IntegrableOn (fun r => ut r * f r * vt r) (Ioi 0)) :
    pawElement rc f u v ut vt - radialElement (Ioi 0) f u v
      = radialElement (Ioi rc) f ut vt - radialElement (Ioi rc) f u v := by
  -- split the half-line at the augmentation radius
  have split : ∀ g : ℝ → ℝ, IntegrableOn g (Ioi 0) →
      (∫ r in Ioi 0, g r) = (∫ r in Ioc 0 rc, g r) + ∫ r in Ioi rc, g r := by
    intro g hg
    rw [← Ioc_union_Ioi_eq_Ioi hrc, setIntegral_union (Ioc_disjoint_Ioi le_rfl)
      measurableSet_Ioi (hg.mono_set Ioc_subset_Ioi_self)
      (hg.mono_set (Ioi_subset_Ioi hrc))]
  have h1 := split _ h
  have h2 := split _ ht
  unfold pawElement radialElement
  linarith
```

If $\tilde u=u$ and $\tilde v=v$ for $r>r_c$, the two tail integrals are equal and the error vanishes. Integrability of the pseudo integrand has to be assumed only on $(0,r_c]$: beyond $r_c$ it coincides with the all-electron integrand and inherits integrability from it. These steps are `htail` and `hall`, after which the error identity applies.

```lean
/-- If the pseudo functions equal the all-electron ones beyond `rc`, and the all-electron
integrand and the pseudo integrand inside `rc` are integrable, the PAW matrix element of a
local operator equals the all-electron one. -/
theorem paw_exact {rc : ℝ} (hrc : 0 ≤ rc) {f u v ut vt : ℝ → ℝ}
    (h : IntegrableOn (fun r => u r * f r * v r) (Ioi 0))
    (ht : IntegrableOn (fun r => ut r * f r * vt r) (Ioc 0 rc))
    (hu : ∀ r, rc < r → ut r = u r) (hv : ∀ r, rc < r → vt r = v r) :
    pawElement rc f u v ut vt = radialElement (Ioi 0) f u v := by
  have heq : EqOn (fun r => u r * f r * v r) (fun r => ut r * f r * vt r) (Ioi rc) := by
    intro r hr
    simp only [hu r hr, hv r hr]
  have htail : IntegrableOn (fun r => ut r * f r * vt r) (Ioi rc) :=
    (h.mono_set (Ioi_subset_Ioi hrc)).congr_fun heq measurableSet_Ioi
  have hall : IntegrableOn (fun r => ut r * f r * vt r) (Ioi 0) := by
    rw [← Ioc_union_Ioi_eq_Ioi hrc]
    exact ht.union htail
  have herr := paw_error hrc h hall
  have hsame : radialElement (Ioi rc) f u v = radialElement (Ioi rc) f ut vt :=
    setIntegral_congr_fun measurableSet_Ioi heq
  linarith
```

## Factorial integrals and normalization

Euler's Gamma integral gives $\int_0^\infty r^n e^{-r}dr=n!$. By linearity,
$$\int_0^\infty(a r^k+b r^{k+1}+c r^{k+2})e^{-r}dr=\bigl[a+b(k+1)+c(k+2)(k+1)\bigr]\,k!.$$
The lemma also records that the integrand is integrable. In its proof, `hi` and `hm` supply integrability and value for a single power.

```lean
/-- A quadratic polynomial times `r^k exp(-r)` is integrable over all radii, and its
integral is given by factorials. -/
theorem radial_moments (a b c : ℝ) (k : ℕ) :
    IntegrableOn (fun r : ℝ => a * (r ^ k * Real.exp (-r)) + b * (r ^ (k + 1) * Real.exp (-r))
      + c * (r ^ (k + 2) * Real.exp (-r))) (Ioi 0) ∧
    (∫ r in Ioi (0 : ℝ), (a * (r ^ k * Real.exp (-r)) + b * (r ^ (k + 1) * Real.exp (-r))
      + c * (r ^ (k + 2) * Real.exp (-r))))
      = (a + b * (k + 1) + c * ((k + 2) * (k + 1))) * (k.factorial : ℝ) := by
  -- single moments come from Euler's Gamma integral
  have hi : ∀ n : ℕ, Integrable (fun r : ℝ => r ^ n * Real.exp (-r))
      (volume.restrict (Ioi 0)) := by
    intro n
    have h := Real.GammaIntegral_convergent (s := (n : ℝ) + 1) (by positivity)
    refine IntegrableOn.congr_fun h (fun r _ => ?_) measurableSet_Ioi
    simp only [add_sub_cancel_right, Real.rpow_natCast]
    ring
  have hm : ∀ n : ℕ, (∫ r in Ioi (0 : ℝ), r ^ n * Real.exp (-r)) = (n.factorial : ℝ) := by
    intro n
    have h := Real.Gamma_eq_integral (s := (n : ℝ) + 1) (by positivity)
    rw [Real.Gamma_nat_eq_factorial] at h
    rw [h]
    refine setIntegral_congr_fun measurableSet_Ioi (fun r _ => ?_)
    simp only [add_sub_cancel_right, Real.rpow_natCast]
    ring
  have h0 := (hi k).const_mul a
  have h1 := (hi (k + 1)).const_mul b
  have h2 := (hi (k + 2)).const_mul c
  have h01 : Integrable (fun r : ℝ => a * (r ^ k * Real.exp (-r))
      + b * (r ^ (k + 1) * Real.exp (-r))) (volume.restrict (Ioi 0)) := h0.add h1
  refine ⟨h01.add h2, ?_⟩
  have f1 : (k + 1).factorial = (k + 1) * k.factorial := rfl
  have f2 : (k + 2).factorial = (k + 2) * ((k + 1) * k.factorial) := rfl
  rw [integral_add h01 h2, integral_add h0 h1, integral_const_mul, integral_const_mul,
    integral_const_mul, hm, hm, hm, f1, f2]
  push_cast
  ring
```

Squaring the radial functions gives
$$u_s^2=\left(\tfrac12r^2-\tfrac12r^3+\tfrac18r^4\right)e^{-r},\qquad u_p^2=\tfrac1{24}r^4e^{-r}.$$
The integrals are $\tfrac12\cdot2-\tfrac12\cdot6+\tfrac18\cdot24=1$ and $\tfrac1{24}\cdot24=1$. The proof rewrites the squares in this form (`hs`, `hp`) and uses the moment formula with $k=2$ and $k=4$.

```lean
/-- The 2s and 2p radial functions are normalized. -/
theorem normalized :
    (∫ r in Ioi (0 : ℝ), u2s r ^ 2) = 1 ∧ (∫ r in Ioi (0 : ℝ), u2p r ^ 2) = 1 := by
  have he : ∀ r : ℝ, Real.exp (-r) = Real.exp (-r / 2) ^ 2 := by
    intro r
    rw [sq, ← Real.exp_add]
    congr 1
    ring
  have f2 : ((Nat.factorial 2 : ℕ) : ℝ) = 2 := by norm_num [Nat.factorial]
  have f4 : ((Nat.factorial 4 : ℕ) : ℝ) = 24 := by norm_num [Nat.factorial]
  have hs : (fun r => u2s r ^ 2) = fun r : ℝ => (1 / 2) * (r ^ 2 * Real.exp (-r))
      + (-1 / 2) * (r ^ (2 + 1) * Real.exp (-r)) + (1 / 8) * (r ^ (2 + 2) * Real.exp (-r)) := by
    funext r
    rw [he, u2s, div_pow, Real.sq_sqrt (by norm_num)]
    ring
  have hp : (fun r => u2p r ^ 2) = fun r : ℝ => (1 / 24) * (r ^ 4 * Real.exp (-r))
      + 0 * (r ^ (4 + 1) * Real.exp (-r)) + 0 * (r ^ (4 + 2) * Real.exp (-r)) := by
    funext r
    rw [he, u2p, div_pow, mul_pow 2 (√6), Real.sq_sqrt (by norm_num : (0 : ℝ) ≤ 6)]
    ring
  constructor
  · rw [hs, (radial_moments _ _ _ 2).2, f2]
    norm_num
  · rw [hp, (radial_moments _ _ _ 4).2, f4]
    norm_num
```

## The radial dipole

Now set $f(r)=r$. Because $\sqrt2\cdot2\sqrt6=4\sqrt3$, the prefactor is $1/(4\sqrt3)=\sqrt3/12$, and
$$u_s\,r\,u_p=\frac{\sqrt3}{12}\left(r^4-\frac{r^5}{2}\right)e^{-r}.$$
Hence
$$\int_0^\infty u_s\,r\,u_p\,dr=\frac{\sqrt3}{12}\left(24-\frac{120}{2}\right)=-3\sqrt3.$$

The pseudo functions $\tilde u_s,\tilde u_p$ are `st` and `pt`. Their continuity on $[0,r_c]$ makes $\tilde u_s\,r\,\tilde u_p$ integrable there, so the PAW element equals the integral just computed. They need not be normalized or smooth, and may even jump immediately beyond $r_c$. In the proof, `hc` is the prefactor, `hf` the expanded integrand, and `paw_exact` the passage from pseudo to all-electron functions.

```lean
/-- For pseudo functions continuous on `[0, rc]` and equal to the 2s and 2p functions
beyond `rc`, the PAW radial dipole is `-3 √3`. -/
theorem paw_radial_dipole {rc : ℝ} (hrc : 0 ≤ rc) {st pt : ℝ → ℝ}
    (hs : ContinuousOn st (Icc 0 rc)) (hp : ContinuousOn pt (Icc 0 rc))
    (hs' : ∀ r, rc < r → st r = u2s r) (hp' : ∀ r, rc < r → pt r = u2p r) :
    pawElement rc (fun r => r) u2s u2p st pt = -3 * √3 := by
  have h2 : √2 ^ 2 = (2 : ℝ) := Real.sq_sqrt (by norm_num)
  have h3 : √3 ^ 2 = (3 : ℝ) := Real.sq_sqrt (by norm_num)
  have h6 : √6 = √2 * √3 := by
    rw [← Real.sqrt_mul (by norm_num)]
    norm_num
  -- the product of the two normalization constants
  have hc : (√2)⁻¹ * (2 * √6)⁻¹ = √3 / 12 := by
    have h : √2 * (2 * √6) = 4 * √3 := by
      rw [h6]
      linear_combination 2 * √3 * h2
    rw [← mul_inv, h]
    exact inv_eq_of_mul_eq_one_right (by linear_combination h3 / 3)
  have hf : (fun r => u2s r * r * u2p r) = fun r : ℝ => (√3 / 12) * (r ^ 4 * Real.exp (-r))
      + (-√3 / 24) * (r ^ (4 + 1) * Real.exp (-r)) + 0 * (r ^ (4 + 2) * Real.exp (-r)) := by
    funext r
    have he : Real.exp (-r) = Real.exp (-r / 2) ^ 2 := by
      rw [sq, ← Real.exp_add]
      congr 1
      ring
    rw [he, u2s, u2p]
    linear_combination (r ^ 4 - r ^ 5 / 2) * Real.exp (-r / 2) ^ 2 * hc
  have hint : IntegrableOn (fun r => u2s r * r * u2p r) (Ioi 0) := by
    rw [hf]
    exact (radial_moments _ _ _ 4).1
  have hcont : ContinuousOn (fun r => st r * r * pt r) (Icc 0 rc) :=
    (hs.mul continuousOn_id).mul hp
  -- matching tails reduce the PAW element to the all-electron integral
  rw [paw_exact hrc hint (hcont.integrableOn_Icc.mono_set Ioc_subset_Icc_self) hs' hp']
  change (∫ r in Ioi (0 : ℝ), u2s r * r * u2p r) = _
  have f4 : ((Nat.factorial 4 : ℕ) : ℝ) = 24 := by norm_num [Nat.factorial]
  rw [hf, (radial_moments _ _ _ 4).2, f4]
  push_cast
  ring
```

At $r_c=0$, the smallest radius allowed, the interval $(0,r_c]$ is empty and both one-centre terms vanish. The pseudo functions then equal $u_s$ and $u_p$ at every $r>0$, and the theorem reduces to the all-electron dipole.

Equal tail integrals would suffice, but the assumption on the tails cannot simply be dropped. Take $r_c=2$ and $\tilde u_p=u_p$, and let $\tilde u_s$ equal $u_s$ up to the node and vanish beyond it. The two pseudo terms cancel, and the PAW element is $\int_0^2u_s\,r\,u_p\,dr$. Its integrand is positive between the nucleus and the node, so the result has the wrong sign.

## From the radial dipole to the matrix element of $z$

The product of the harmonics' constants is $\sqrt3/(4\pi)$, and the integral over $\varphi$ contributes $2\pi$:
$$A=2\pi\,\frac{\sqrt3}{4\pi}\int_{-1}^{1}t^2\,dt=\frac{\sqrt3}{2}\int_{-1}^{1}t^2\,dt.$$

```lean
/-- The angular factor is `√3 / 2` times the integral of `t²` over `[-1, 1]`. -/
theorem angularFactor_eq : angularFactor = √3 / 2 * ∫ t in (-1 : ℝ)..1, t ^ 2 := by
  have hc : 1 / √(4 * π) * √(3 / (4 * π)) = √3 / (4 * π) := by
    rw [Real.sqrt_div (by norm_num), div_mul_div_comm, one_mul,
      Real.mul_self_sqrt (by positivity)]
  have hpt : ∀ t : ℝ, Y00 * t * Y10 t = √3 / (4 * π) * t ^ 2 := by
    intro t
    rw [← hc, Y00, Y10]
    ring
  have hpi : π * π⁻¹ = 1 := mul_inv_cancel₀ Real.pi_ne_zero
  unfold angularFactor
  simp only [hpt, intervalIntegral.integral_const_mul, intervalIntegral.integral_const,
    smul_eq_mul, sub_zero]
  linear_combination (√3 / 2 * ∫ t in (-1 : ℝ)..1, t ^ 2) * hpi
```

The remaining integral is $2/3$, so $A=1/\sqrt3$ and
$$A\cdot(-3\sqrt3)=-3.$$
The theorem states this as a product of angular and radial factors; the separation of the three-dimensional integral into those factors is part of the model.

```lean
/-- For pseudo functions continuous on `[0, rc]` and equal to the 2s and 2p functions
beyond `rc`, the angular factor times the PAW radial dipole is `-3`. -/
theorem paw_dipole {rc : ℝ} (hrc : 0 ≤ rc) {st pt : ℝ → ℝ}
    (hs : ContinuousOn st (Icc 0 rc)) (hp : ContinuousOn pt (Icc 0 rc))
    (hs' : ∀ r, rc < r → st r = u2s r) (hp' : ∀ r, rc < r → pt r = u2p r) :
    angularFactor * pawElement rc (fun r => r) u2s u2p st pt = -3 := by
  have h3 : √3 ^ 2 = (3 : ℝ) := Real.sq_sqrt (by norm_num)
  have hi : (∫ t in (-1 : ℝ)..1, t ^ 2) = 2 / 3 := by
    rw [integral_pow]
    norm_num
  rw [paw_radial_dipole hrc hs hp hs' hp', angularFactor_eq, hi]
  linear_combination (-1) * h3
```

## A pseudo 2s function that vanishes inside the node

A concrete choice shows that the correction can be nonzero. Let $r_c=2$, $\tilde u_s=\min(u_s,0)$ and $\tilde u_p=u_p$. For $r\ge0$ this pseudo 2s function is zero up to the node and equals $u_s$ beyond it. It is continuous, so the radial theorem applies. It illustrates the formula only: PAW projectors are confined to the sphere and have no overlap with a function that vanishes there, so a PAW calculation could not recover $u_s$ from this choice.

Inside the sphere the pseudo element is zero, while the all-electron element
$$B=\int_0^2u_s\,r\,u_p\,dr$$
is positive. The theorem therefore reads
$$I_{(0,\infty)}[\tilde u_s,\tilde u_p]+B=-3\sqrt3,$$
and the uncorrected pseudo dipole lies strictly below $-3\sqrt3$. In the proof, `hneg` verifies the matching tail, `hzero` and `hpos` evaluate the two inner terms as zero and positive, and `hpaw` is the radial theorem for this pair.

```lean
/-- With the pseudo 2s function `min(u2s, 0)` and the unchanged 2p function, the pseudo
radial dipole without one-centre correction lies strictly below `-3 √3`. -/
theorem uncorrected_dipole_lt :
    radialElement (Ioi 0) (fun r => r) (fun r => min (u2s r) 0) u2p < -3 * √3 := by
  have cs : Continuous u2s := by
    unfold u2s
    fun_prop
  have cp : Continuous u2p := by
    unfold u2p
    fun_prop
  -- the 2s function changes sign at its node r = 2
  have hneg : ∀ r : ℝ, 2 < r → min (u2s r) 0 = u2s r := by
    intro r hr
    refine min_eq_left ?_
    unfold u2s
    exact div_nonpos_of_nonpos_of_nonneg
      (mul_nonpos_iff.2 (Or.inr ⟨by nlinarith, (Real.exp_pos _).le⟩)) (Real.sqrt_nonneg _)
  have hpaw := paw_radial_dipole (rc := 2) (by norm_num)
    (cs.min continuous_const).continuousOn cp.continuousOn hneg (fun _ _ => rfl)
  have hzero : radialElement (Ioc 0 2) (fun r => r) (fun r => min (u2s r) 0) u2p = 0 := by
    refine setIntegral_eq_zero_of_forall_eq_zero (fun r hr => ?_)
    have h1 : 0 ≤ r := hr.1.le
    have h2 : 0 ≤ 1 - r / 2 := by linarith [hr.2]
    have h : 0 ≤ u2s r := by
      unfold u2s
      positivity
    simp only [min_eq_right h, zero_mul]
  have hpos : 0 < radialElement (Ioc 0 2) (fun r => r) u2s u2p := by
    unfold radialElement
    rw [← intervalIntegral.integral_of_le (by norm_num : (0 : ℝ) ≤ 2)]
    refine intervalIntegral.intervalIntegral_pos_of_pos_on
      (((cs.mul continuous_id).mul cp).intervalIntegrable 0 2) (fun r hr => ?_) (by norm_num)
    have h1 : 0 < r := hr.1
    have h2 : 0 < 1 - r / 2 := by linarith [hr.2]
    unfold u2s u2p
    positivity
  unfold pawElement at hpaw
  linarith

end

end PAWRadialDipole
```

```lean
#print axioms PAWRadialDipole.normalized
-- 'PAWRadialDipole.normalized' depends on axioms: [propext, Classical.choice, Quot.sound]
#print axioms PAWRadialDipole.paw_radial_dipole
-- 'PAWRadialDipole.paw_radial_dipole' depends on axioms: [propext, Classical.choice, Quot.sound]
#print axioms PAWRadialDipole.paw_dipole
-- 'PAWRadialDipole.paw_dipole' depends on axioms: [propext, Classical.choice, Quot.sound]
#print axioms PAWRadialDipole.uncorrected_dipole_lt
-- 'PAWRadialDipole.uncorrected_dipole_lt' depends on axioms: [propext, Classical.choice, Quot.sound]
```
